# A state that attains the lower energy bound of a densely defined symmetric operator is an eigenstate

Let T be a symmetric operator on a complex inner-product space, with ⟨x,Tx⟩ ≥ c‖x‖² for all x. If some vector u reaches the bound, ⟨u,Tu⟩ = c‖u‖², then Tu = cu. The argument I know expands u in eigenvectors of T, so it needs a complete set of them. Can this be made rigorous and machine-checked without completeness of the space or a spectral theorem, and does it survive when T is a Hamiltonian defined only on a dense domain?

## Zero excess energy forces Tu = cu

Yes to both. If T is symmetric on a dense domain D and ⟨x,Tx⟩ ≥ c‖x‖² for every x in D, then a vector u in D satisfies ⟨u,Tu⟩ = c‖u‖² exactly when Tu = cu. The case D = H, where H is the whole space, contains the statement you gave.

The inner product is linear in its second argument. Write S = T − c, which is again symmetric because c is real, and define the excess energy

q(x) = ⟨x,Sx⟩ = ⟨x,Tx⟩ − c‖x‖² ≥ 0.

It is real, since symmetry makes ⟨x,Sx⟩ equal to its own conjugate. Now take u and v in D and a real number t, and expand:

q(u + tv) = q(u) + t(⟨u,Sv⟩ + ⟨v,Su⟩) + t² q(v).

By symmetry ⟨u,Sv⟩ = ⟨Su,v⟩, which is the conjugate of ⟨v,Su⟩, so the two cross terms add up to twice a real part:

q(u + tv) = q(u) + 2t Re⟨v,Su⟩ + t² q(v).

This polynomial in t is never negative, so its discriminant is at most zero:

(Re⟨v,Su⟩)² ≤ q(u) q(v).

If q(v) = 0 the polynomial is linear, and a linear function that is never negative has zero slope, so the inequality still holds.

Suppose that u attains the bound, so q(u) = 0. Then Re⟨v,Su⟩ = 0 for every v in D. If D = H, choose v = Su and obtain ‖Su‖² = 0. In general Su need not lie in D, but density gives vectors vₙ in D that converge to Su, and then

0 = Re⟨vₙ,Su⟩ → ‖Su‖².

Hence Su = 0, which is Tu = cu. Conversely, Tu = cu gives ⟨u,Tu⟩ = c‖u‖² at once.

```lean
import Mathlib

open scoped InnerProductSpace

namespace RitzEqualityCase

noncomputable section

variable {H : Type*} [NormedAddCommGroup H] [InnerProductSpace ℂ H] {D : Submodule ℂ H}

/-- The operator `T` with domain `D` is symmetric: `⟨Tx, y⟩ = ⟨x, Ty⟩` for all `x, y` in `D`. -/
def SymmetricOn (T : D →ₗ[ℂ] H) : Prop :=
  ∀ x y : D, ⟪T x, (y : H)⟫_ℂ = ⟪(x : H), T y⟫_ℂ

/-- The unnormalised energy of a state `x` in the domain: the real part of `⟨x, Tx⟩`. -/
def energy (T : D →ₗ[ℂ] H) (x : D) : ℝ := (⟪(x : H), T x⟫_ℂ).re

/-- The energy is bounded below by `c` times the squared norm on the whole domain. -/
def BoundedBelow (T : D →ₗ[ℂ] H) (c : ℝ) : Prop :=
  ∀ x : D, c * ‖(x : H)‖ ^ 2 ≤ energy T x

/-- The shifted operator `T - c` on the domain of `T`. -/
def shift (T : D →ₗ[ℂ] H) (c : ℝ) : D →ₗ[ℂ] H := T - (c : ℂ) • D.subtype

/-- For a symmetric operator `⟨u, Tu⟩` is real and equals the energy. -/
theorem inner_eq_energy {T : D →ₗ[ℂ] H} (hT : SymmetricOn T) (u : D) :
    ⟪(u : H), T u⟫_ℂ = (energy T u : ℂ) := by
  have h : starRingEnd ℂ ⟪(u : H), T u⟫_ℂ = ⟪(u : H), T u⟫_ℂ := by
    rw [inner_conj_symm, hT u u]
  exact (Complex.conj_eq_iff_re.mp h).symm

/-- The energy along the line `u + t v`, with `t` real, is a quadratic polynomial in `t`. -/
theorem energy_add_smul {T : D →ₗ[ℂ] H} (hT : SymmetricOn T) (u v : D) (t : ℝ) :
    energy T (u + (t : ℂ) • v) =
      energy T u + 2 * t * (⟪(v : H), T u⟫_ℂ).re + t ^ 2 * energy T v := by
  -- symmetry makes the real parts of the two cross terms equal
  have h : (⟪(u : H), T v⟫_ℂ).re = (⟪(v : H), T u⟫_ℂ).re := by
    rw [← hT u v, ← inner_conj_symm (T u) (v : H), Complex.conj_re]
  simp only [energy, map_add, map_smul, Submodule.coe_add, Submodule.coe_smul,
    inner_add_left, inner_add_right, inner_smul_left, inner_smul_right,
    Complex.conj_ofReal, Complex.add_re, Complex.re_ofReal_mul]
  linear_combination t * h

/-- The energy of `T - c` is the energy of `T` minus `c` times the squared norm. -/
theorem energy_shift (T : D →ₗ[ℂ] H) (c : ℝ) (u : D) :
    energy (shift T c) u = energy T u - c * ‖(u : H)‖ ^ 2 := by
  have h : (⟪(u : H), (u : H)⟫_ℂ).re = ‖(u : H)‖ ^ 2 :=
    inner_self_eq_norm_sq (𝕜 := ℂ) (u : H)
  simp only [energy, shift, LinearMap.sub_apply, LinearMap.smul_apply,
    Submodule.subtype_apply, inner_sub_right, inner_smul_right, Complex.sub_re,
    Complex.re_ofReal_mul, h]

/-- Real-part form of the Cauchy-Schwarz inequality for the excess energy of a symmetric operator
`T` with lower bound `c`: the real part of `⟨v, (T - c)u⟩`, squared, is at most the product of the
excess energies of `u` and `v` above the bound `c`. -/
theorem excess_cauchy_schwarz {T : D →ₗ[ℂ] H} {c : ℝ} (hT : SymmetricOn T)
    (hc : BoundedBelow T c) (u v : D) :
    (⟪(v : H), T u - (c : ℂ) • (u : H)⟫_ℂ).re ^ 2 ≤
      (energy T u - c * ‖(u : H)‖ ^ 2) * (energy T v - c * ‖(v : H)‖ ^ 2) := by
  have hS : SymmetricOn (shift T c) := by
    intro x y
    simp only [shift, LinearMap.sub_apply, LinearMap.smul_apply, Submodule.subtype_apply,
      inner_sub_left, inner_sub_right, inner_smul_left, inner_smul_right, Complex.conj_ofReal]
    rw [hT x y]
  rw [← energy_shift, ← energy_shift]
  change (⟪(v : H), shift T c u⟫_ℂ).re ^ 2 ≤ _
  -- a quadratic that is nowhere negative has discriminant at most zero
  have h := discrim_le_zero (a := energy (shift T c) v)
    (b := 2 * (⟪(v : H), shift T c u⟫_ℂ).re) (c := energy (shift T c) u) (fun t => by
      have e := energy_add_smul hS u v t
      have p := energy_shift T c (u + (t : ℂ) • v)
      have q := hc (u + (t : ℂ) • v)
      linarith)
  unfold discrim at h
  linarith

/-- Equality case of the Rayleigh-Ritz principle: for a densely defined symmetric operator with
lower bound `c`, a vector `u` of the domain attains the bound exactly when `Tu = cu`. -/
theorem energy_eq_iff_eigenvector {T : D →ₗ[ℂ] H} {c : ℝ} (hD : Dense (D : Set H))
    (hT : SymmetricOn T) (hc : BoundedBelow T c) (u : D) :
    energy T u = c * ‖(u : H)‖ ^ 2 ↔ T u = (c : ℂ) • (u : H) := by
  constructor
  · intro hu
    -- the residual is orthogonal, in real part, to every vector of the domain
    have hsub : (D : Set H) ⊆ {v : H | (⟪v, T u - (c : ℂ) • (u : H)⟫_ℂ).re = 0} := by
      intro v hv
      have h := excess_cauchy_schwarz hT hc u ⟨v, hv⟩
      rw [hu, sub_self, zero_mul] at h
      exact pow_eq_zero_iff two_ne_zero |>.mp (le_antisymm h (sq_nonneg _))
    have hcl : IsClosed {v : H | (⟪v, T u - (c : ℂ) • (u : H)⟫_ℂ).re = 0} :=
      isClosed_eq (by fun_prop) continuous_const
    -- by density it is orthogonal to itself
    have hself := hcl.closure_subset_iff.mpr hsub (hD (T u - (c : ℂ) • (u : H)))
    have hn : ‖T u - (c : ℂ) • (u : H)‖ ^ 2 = 0 := by
      rw [← inner_self_eq_norm_sq (𝕜 := ℂ)]
      exact hself
    exact sub_eq_zero.mp (norm_eq_zero.mp (pow_eq_zero_iff two_ne_zero |>.mp hn))
  · intro h
    have h0 : shift T c u = 0 := by simp [shift, h]
    have z : energy (shift T c) u = 0 := by simp [energy, h0]
    have e := energy_shift T c u
    linarith

/-- For a symmetric operator defined on the whole space with `⟨x, Tx⟩ ≥ c‖x‖²` for all `x`,
equality at `u` implies `Tu = cu`. -/
theorem eigenvector_of_attains_bound {T : H →ₗ[ℂ] H} {c : ℝ} (hT : T.IsSymmetric)
    (hc : ∀ x, c * ‖x‖ ^ 2 ≤ (⟪x, T x⟫_ℂ).re) {u : H}
    (hu : (⟪u, T u⟫_ℂ).re = c * ‖u‖ ^ 2) : T u = (c : ℂ) • u :=
  (energy_eq_iff_eigenvector (D := ⊤) (T := T.domRestrict ⊤) (by simp)
    (fun x y => hT x y) (fun x => hc x) ⟨u, Submodule.mem_top⟩).1 hu

/-- Any superposition of two vectors that attain the lower bound attains it as well. -/
theorem superposition_attains_bound {T : D →ₗ[ℂ] H} {c : ℝ} (hD : Dense (D : Set H))
    (hT : SymmetricOn T) (hc : BoundedBelow T c) {u v : D}
    (hu : energy T u = c * ‖(u : H)‖ ^ 2) (hv : energy T v = c * ‖(v : H)‖ ^ 2) (a b : ℂ) :
    energy T (a • u + b • v) = c * ‖((a • u + b • v : D) : H)‖ ^ 2 := by
  rw [energy_eq_iff_eigenvector hD hT hc] at hu hv ⊢
  simp only [map_add, map_smul, hu, hv, Submodule.coe_add, Submodule.coe_smul]
  module

/-- The operator `|a⟩⟨a|`, which sends `x` to `⟨a, x⟩ a`. -/
def dyad (a : H) : H →ₗ[ℂ] H where
  toFun x := ⟪a, x⟫_ℂ • a
  map_add' x y := by rw [inner_add_right, add_smul]
  map_smul' r x := by rw [inner_smul_right, mul_smul, RingHom.id_apply]

/-- The operator `|a⟩⟨a|` is symmetric. -/
theorem dyad_isSymmetric (a : H) : (dyad a).IsSymmetric := by
  intro x y
  change ⟪⟪a, x⟫_ℂ • a, y⟫_ℂ = ⟪x, ⟪a, y⟫_ℂ • a⟫_ℂ
  rw [inner_smul_left, inner_smul_right, inner_conj_symm, mul_comm]

/-- The basis states of a two-level system. -/
def ket (i : Fin 2) : EuclideanSpace ℂ (Fin 2) := EuclideanSpace.single i 1

/-- On a two-level system `|0⟩⟨0|` is symmetric with lower bound `0`, and the nonzero state `|1⟩`
attains this bound. -/
theorem attains_bound_witness :
    (dyad (ket 0)).IsSymmetric ∧
    (∀ x, 0 * ‖x‖ ^ 2 ≤ (⟪x, dyad (ket 0) x⟫_ℂ).re) ∧
    (⟪ket 1, dyad (ket 0) (ket 1)⟫_ℂ).re = 0 * ‖ket 1‖ ^ 2 ∧ ket 1 ≠ 0 := by
  refine ⟨dyad_isSymmetric _, fun x => ?_, ?_, fun h => ?_⟩
  · change 0 * ‖x‖ ^ 2 ≤ (⟪x, ⟪ket 0, x⟫_ℂ • ket 0⟫_ℂ).re
    rw [inner_smul_right, ← inner_conj_symm x (ket 0), Complex.mul_conj, Complex.ofReal_re,
      zero_mul]
    exact Complex.normSq_nonneg _
  · have h : ⟪ket 0, ket 1⟫_ℂ = 0 := by
      simp [ket, EuclideanSpace.inner_single_left]
    change (⟪ket 1, ⟪ket 0, ket 1⟫_ℂ • ket 0⟫_ℂ).re = 0 * ‖ket 1‖ ^ 2
    rw [h, zero_smul, inner_zero_right, Complex.zero_re, zero_mul]
  · have h1 := congrArg (fun v => v.ofLp 1) h
    simp [ket] at h1

/-- For orthonormal `a, b` the symmetric operator `|a⟩⟨a| - |b⟩⟨b|` has expectation value `0` in `a
+ b` but does not annihilate `a + b`. -/
theorem lower_bound_needed {a b : H} (ha : ‖a‖ = 1) (hb : ‖b‖ = 1) (hab : ⟪a, b⟫_ℂ = 0) :
    (dyad a - dyad b).IsSymmetric ∧ ⟪a + b, (dyad a - dyad b) (a + b)⟫_ℂ = 0 ∧
      (dyad a - dyad b) (a + b) ≠ 0 := by
  have haa : ⟪a, a⟫_ℂ = 1 := by rw [inner_self_eq_norm_sq_to_K, ha]; simp
  have hbb : ⟪b, b⟫_ℂ = 1 := by rw [inner_self_eq_norm_sq_to_K, hb]; simp
  have hba : ⟪b, a⟫_ℂ = 0 := by rw [← inner_conj_symm, hab, map_zero]
  -- the operator flips the relative sign of the superposition
  have hTu : (dyad a - dyad b) (a + b) = a - b := by
    change ⟪a, a + b⟫_ℂ • a - ⟪b, a + b⟫_ℂ • b = a - b
    rw [inner_add_right, inner_add_right, haa, hab, hba, hbb]
    simp
  refine ⟨(dyad_isSymmetric a).sub (dyad_isSymmetric b), ?_, ?_⟩
  · rw [hTu]
    simp only [inner_sub_right, inner_add_left, haa, hab, hba, hbb]
    norm_num
  · rw [hTu]
    intro h
    rw [← sub_eq_zero.mp h, haa] at hab
    exact one_ne_zero hab

end

end RitzEqualityCase
```

```lean
#print axioms RitzEqualityCase.energy_eq_iff_eigenvector
-- 'RitzEqualityCase.energy_eq_iff_eigenvector' depends on axioms: [propext, Classical.choice, Quot.sound]
#print axioms RitzEqualityCase.eigenvector_of_attains_bound
-- 'RitzEqualityCase.eigenvector_of_attains_bound' depends on axioms: [propext, Classical.choice, Quot.sound]
#print axioms RitzEqualityCase.superposition_attains_bound
-- 'RitzEqualityCase.superposition_attains_bound' depends on axioms: [propext, Classical.choice, Quot.sound]
#print axioms RitzEqualityCase.lower_bound_needed
-- 'RitzEqualityCase.lower_bound_needed' depends on axioms: [propext, Classical.choice, Quot.sound]
```

## How the Lean statement describes a Hamiltonian

The space `H` has any dimension and is not assumed complete. The domain `D` is a linear subspace, and `T : D →ₗ[ℂ] H` is a linear map with no continuity assumption, so unbounded operators are included. `SymmetricOn T` is symmetry on the domain, which is weaker than self-adjointness.

`energy T x` is the real part of ⟨x,Tx⟩ for an unnormalised vector; for x ≠ 0, division by ‖x‖² gives the usual expectation value. By `inner_eq_energy`, nothing is lost in taking the real part when T is symmetric.

`BoundedBelow T c` expresses stability: no normalised state in the domain has energy below c. This bound is assumed, not derived from a particular Hamiltonian.

The main theorem, `energy_eq_iff_eigenvector`, is the equivalence above, with density as the hypothesis `hD`. It allows u = 0, for which both sides hold trivially; a nonzero u is a genuine eigenvector. `eigenvector_of_attains_bound` is the version for operators defined everywhere, with Mathlib's own `IsSymmetric`.

For a Hamiltonian that is symmetric and bounded below by c on a dense domain, a normalised trial state in that domain with energy exactly c is therefore an exact ground state. This is the equality case of the Rayleigh-Ritz principle for the lowest level only. It does not show that any nonzero state attains c, and it gives no error estimate for a state whose energy is merely close to c. The lowest energy within a restricted trial family is not in general such a c, because the bound must hold on all of D. Trial functions with finite energy that lie outside the operator domain, such as functions with kinks for the kinetic energy −d²/dx², are not covered either.

## From the quadratic in t to the vanishing residual

`energy_add_smul` is the expansion along u + tv. Its inner step `h` equates the real parts of the two cross terms by symmetry, and `linear_combination` collects them. `energy_shift` identifies the energy of T − c with the excess q.

`excess_cauchy_schwarz` first checks that the shifted operator is symmetric. It then passes the nonnegative quadratic to `discrim_le_zero`, which also handles a vanishing leading coefficient, and `linarith` removes the common factor 4.

In the forward direction of the main theorem, zero excess at u makes the right-hand side of that inequality zero. So D is contained in the set of all v with Re⟨v,Tu − cu⟩ = 0. This set is closed because the inner product is continuous, and D is dense, so the set contains every vector of H, including Tu − cu itself. This replaces the sequence vₙ in the derivation. The norm of the residual is then zero. The reverse direction uses `energy_shift` with (T − c)u = 0. The everywhere-defined version follows by taking `D := ⊤`.

`superposition_attains_bound` turns both equalities into eigenvalue equations, adds them, and turns the result back into an equality of energies. Every nonzero superposition of degenerate ground states is thus, once normalised, again a ground state.

Two examples test the hypotheses. In `attains_bound_witness`, the operator |0⟩⟨0| on a two-level system has lower bound 0, which the nonzero state |1⟩ attains. In `lower_bound_needed`, a and b are orthonormal and T = |a⟩⟨a| − |b⟩⟨b|. The normalised state (a + b)/√2 has expectation value 0, yet T sends it to (a − b)/√2, which is not zero. The theorem does not apply with c = 0, because b has energy −1.
